# The Kronecker sum A ⊗ 1 + 1 ⊗ Bᵀ acts on an amplitude matrix X as AX + XB

A pure state of two subsystems, each with a finite basis, can be written as a matrix X of amplitudes, or as a vector indexed by pairs of basis labels. The lemma `kronSum_mulVec` says that applying A ⊗ 1 + 1 ⊗ Bᵀ to the vector gives the same result as forming AX + XB and then reading that matrix as a vector. The operator is a sum of one term on each subsystem, with no interaction between them; A and B are any complex square matrices of the right sizes, not necessarily Hermitian, and X need not be normalised. The attempt compares the two sides at a pair (i, j) and asks a single `simp` to unfold the definitions and evaluate the sums.

The failing Lean file:

```lean
import Mathlib

open Matrix
open scoped Kronecker ComplexOrder

namespace KronSumMulVec

variable {m n : Type*} [Fintype m] [Fintype n] [DecidableEq m] [DecidableEq n]

/-- The Kronecker sum `A ⊗ 1 + 1 ⊗ Bᵀ`, a matrix on the composite index set. -/
def kronSum (A : Matrix m m ℂ) (B : Matrix n n ℂ) : Matrix (m × n) (m × n) ℂ :=
  A ⊗ₖ (1 : Matrix n n ℂ) + (1 : Matrix m m ℂ) ⊗ₖ Bᵀ

/-- The amplitude matrix `X` read as a vector of the composite system. -/
def flatten (X : Matrix m n ℂ) : m × n → ℂ := fun p => X p.1 p.2

/-- On flattened amplitudes the Kronecker sum acts as `X ↦ AX + XB`. -/
theorem kronSum_mulVec (A : Matrix m m ℂ) (B : Matrix n n ℂ) (X : Matrix m n ℂ) :
    kronSum A B *ᵥ flatten X = flatten (A * X + X * B) := by
  ext ⟨i, j⟩
  simp [kronSum, flatten, Matrix.add_mulVec, Matrix.mulVec, dotProduct,
    Fintype.sum_prod_type, Matrix.mul_apply, Matrix.one_apply, mul_comm]

end KronSumMulVec
```

Compiling this gives:

```
Main.lean:19:58: error: unsolved goals
m : Type u_1
n : Type u_2
inst✝³ : Fintype m
inst✝² : Fintype n
inst✝¹ : DecidableEq m
inst✝ : DecidableEq n
A : Matrix m m ℂ
B : Matrix n n ℂ
X : Matrix m n ℂ
i : m
j : n
⊢ ∑ x, ∑ x_1, X x x_1 * ((if j = x_1 then A i x else 0) + if i = x then B x_1 j else 0) =
    ∑ j_1, A i j_1 * X j_1 j + ∑ x, B x j * X i x
Main.lean:21:26: warning: This simp argument is unused:
  Matrix.add_mulVec

Hint: Omit it from the simp argument list.
  [apply] simp [kronSum, flatten, Matrix.mulVec, dotProduct, Fintype.sum_prod_type, Matrix.mul_apply, Matrix.one_apply,
    mul_comm]

Note: This linter can be disabled with `set_option linter.unusedSimpArgs false`
```

The error shows the goal that `simp` left behind. On the left, the entries of the identity matrices have become `if` expressions, but the two stand added together inside a product with `X x x_1`. The lemmas that collapse a sum over a Kronecker delta need the summand itself to be an `if`, and nothing in the call distributes the product over the addition.

The added `simp only` does this: `mul_add` and `Finset.sum_add_distrib` separate the two terms, while `mul_ite` and `mul_zero` move the factor inside each `if`. `congr 1` then matches the A terms and the B terms separately. In the first, the condition `j = x_1` fixes the inner summation index, so `simp` collapses that sum, and `mul_comm` reconciles the order of the factors. In the second, `i = x` fixes the outer index, so `Finset.sum_comm` first exchanges the sums, and `simp` finishes in the same way.

The warning says only that `Matrix.add_mulVec` was never used; removing it is tidying, and the new comment has no effect on the proof.

The change, after which it compiles:

```diff
@@ -19,6 +19,12 @@
     kronSum A B *ᵥ flatten X = flatten (A * X + X * B) := by
   ext ⟨i, j⟩
-  simp [kronSum, flatten, Matrix.add_mulVec, Matrix.mulVec, dotProduct,
+  simp [kronSum, flatten, Matrix.mulVec, dotProduct,
     Fintype.sum_prod_type, Matrix.mul_apply, Matrix.one_apply, mul_comm]
+  -- each Kronecker delta removes one of the two summations
+  simp only [mul_add, Finset.sum_add_distrib, mul_ite, mul_zero]
+  congr 1
+  · simp [mul_comm]
+  · rw [Finset.sum_comm]
+    simp [mul_comm]
 
 end KronSumMulVec
```
